# With r sphere channels, at most r LAPW overlap eigenvalues exceed an upper bound on the interstitial overlap spectrum

Take two plane waves that enter one atomic sphere through a single channel, with amplitudes $a_1,a_2$ not both zero. Suppose that the interstitial region contributes $t$ times the identity to their overlap matrix, and that the channel function has squared norm $g>0$. Then

$$S=t\,\mathbb 1+g\,a^\dagger a,\qquad a=(a_1,a_2).$$

The combination with $a_1x_1+a_2x_2=0$ has no amplitude in the sphere and keeps the eigenvalue $t$. The orthogonal combination has eigenvalue $t+g(|a_1|^2+|a_2|^2)$. One channel lifts one eigenvalue.

In general there are $n$ augmented plane waves and $r$ channels, a channel being one radial function times one spherical harmonic $Y_{\ell m}$ in one sphere, so that each $m$ counts separately. In Lean, `n` and `r` are the finite index sets themselves.

```lean
import Mathlib

open Matrix
open scoped ComplexOrder

namespace LAPWOverlap

noncomputable section

variable {n r : Type*} [Fintype r]
```

## Interstitial and sphere parts of the overlap

Let $T$ be the interstitial overlap, $A$ the $r\times n$ matrix of matching coefficients and $G$ the Gram matrix of the channel functions. Here $T$ is not a kinetic energy and $G$ is not a reciprocal lattice vector. The overlap matrix is

$$S=T+A^\dagger GA .$$

This form is taken as the definition. Identifying it with an LAPW overlap requires the expansion inside the spheres to be cut off at finitely many channels; the integrals behind $T$, $A$ and $G$ are not constructed.

```lean
/-- The overlap matrix `T + Aᴴ G A`: interstitial part `T`, matching coefficients `A` from
plane waves to sphere channels, and channel Gram matrix `G`. -/
def overlap (T : Matrix n n ℂ) (A : Matrix r n ℂ) (G : Matrix r r ℂ) : Matrix n n ℂ :=
  T + Aᴴ * G * A
```

For a coefficient vector $x$, `form M x` is $\operatorname{Re}x^\dagger Mx$, which for Hermitian $M$ is $x^\dagger Mx$ itself. Vectors are not normalised, so the Rayleigh quotient of a nonzero $x$ is `form M x` divided by `form 1 x`.

```lean
/-- The real part of the quadratic form `x* M x`; for `M = 1` it is the squared length of the
coefficient vector `x`. -/
def form {k : Type*} [Fintype k] (M : Matrix k k ℂ) (x : k → ℂ) : ℝ :=
  (star x ⬝ᵥ M *ᵥ x).re
```

If $T$ and $G$ are Hermitian, then $S^\dagger=T^\dagger+A^\dagger G^\dagger A=S$. The eigenvalues of $S$ in the later statements are defined through this fact.

```lean
/-- The overlap matrix is Hermitian when its interstitial part and the channel Gram matrix
are. -/
theorem overlap_isHermitian {T : Matrix n n ℂ} {G : Matrix r r ℂ} (hT : T.IsHermitian)
    (hG : G.IsHermitian) (A : Matrix r n ℂ) : (overlap T A G).IsHermitian := by
  unfold overlap Matrix.IsHermitian
  rw [conjTranspose_add, conjTranspose_mul, conjTranspose_mul, conjTranspose_conjTranspose,
    hT.eq, hG.eq, Matrix.mul_assoc]
```

The quadratic form splits into the interstitial part and the part carried by the sphere amplitudes $Ax$:

$$x^\dagger Sx=x^\dagger Tx+(Ax)^\dagger G(Ax).$$

```lean
variable [Fintype n]

/-- The quadratic form of the overlap is the interstitial form of the wave plus the channel
form of its sphere amplitudes `A x`. -/
theorem form_overlap (T : Matrix n n ℂ) (A : Matrix r n ℂ) (G : Matrix r r ℂ) (x : n → ℂ) :
    form (overlap T A G) x = form T x + form G (A *ᵥ x) := by
  unfold form overlap
  rw [add_mulVec, dotProduct_add, Complex.add_re, star_mulVec, ← dotProduct_mulVec]
  simp only [mulVec_mulVec, Matrix.mul_assoc]
```

## Frames of selected eigenvectors

Let the columns of $B$ be orthonormal eigenvectors of a Hermitian $M$ with selected eigenvalues $\lambda_i$. Then $B^\dagger B=\mathbb 1$ and $MB=B\,\mathrm{diag}(\lambda)$, so

$$(Bc)^\dagger M(Bc)=\sum_i\lambda_i|c_i|^2,\qquad (Bc)^\dagger(Bc)=\sum_i|c_i|^2 .$$

The injective map `f` does the selecting. The step `key` proves both formulas, once for $M$ and once for the identity.

```lean
variable [DecidableEq n]

/-- Any selection `f` of distinct eigenvalue indices of a Hermitian matrix has an orthonormal
frame `B` in which the quadratic form is diagonal, with the selected eigenvalues as weights. -/
theorem exists_eigenframe {k : Type*} [Fintype k] [DecidableEq k] {M : Matrix n n ℂ}
    (hM : M.IsHermitian) (f : k → n) (hf : Function.Injective f) :
    ∃ B : Matrix n k ℂ, Bᴴ * B = 1 ∧
      (∀ c, form M (B *ᵥ c) = ∑ i, hM.eigenvalues (f i) * Complex.normSq (c i)) ∧
      (∀ c, form 1 (B *ᵥ c) = ∑ i, Complex.normSq (c i)) := by
  -- the unitary matrix of eigenvectors
  obtain ⟨U, hU, hMU⟩ : ∃ U : Matrix n n ℂ, Uᴴ * U = 1 ∧
      M * U = U * diagonal (fun i => (hM.eigenvalues i : ℂ)) := by
    refine ⟨hM.eigenvectorUnitary,
      Matrix.mem_unitaryGroup_iff'.mp hM.eigenvectorUnitary.2, ?_⟩
    ext i j
    have h := congrFun (hM.mulVec_eigenvectorBasis j) i
    rw [Matrix.mul_diagonal]
    simpa [Matrix.mul_apply, Matrix.mulVec, dotProduct,
      Matrix.IsHermitian.eigenvectorUnitary_apply, mul_comm] using h
  -- keep only the selected columns
  have hB : (U.submatrix id f)ᴴ * U.submatrix id f = 1 := by
    ext i j
    calc ((U.submatrix id f)ᴴ * U.submatrix id f) i j = (Uᴴ * U) (f i) (f j) := rfl
      _ = (1 : Matrix k k ℂ) i j := by
        rw [hU]
        simp [Matrix.one_apply, hf.eq_iff]
  have key : ∀ (N : Matrix n n ℂ) (d : k → ℝ),
      N * U.submatrix id f = U.submatrix id f * diagonal (fun i => (d i : ℂ)) →
      ∀ c, form N (U.submatrix id f *ᵥ c) = ∑ i, d i * Complex.normSq (c i) := by
    intro N d hN c
    unfold form
    rw [mulVec_mulVec, hN, star_mulVec, ← dotProduct_mulVec, mulVec_mulVec,
      ← Matrix.mul_assoc, hB, Matrix.one_mul]
    simp only [dotProduct, mulVec_diagonal, Complex.re_sum, Pi.star_apply]
    refine Finset.sum_congr rfl fun i _ => ?_
    simp [Complex.normSq_apply]
    ring
  refine ⟨U.submatrix id f, hB, key M _ ?_, fun c => ?_⟩
  · ext i j
    calc (M * U.submatrix id f) i j = (M * U) i (f j) := rfl
      _ = _ := by
        rw [hMU]
        simp [Matrix.mul_diagonal]
  · simpa using key 1 (fun _ => 1) (by simp) c
```

Selecting all eigenvectors makes $B$ unitary, and any $x$ is $Bc$ with $c=B^\dagger x$. Hence eigenvalues of $T$ at most $t$ give $x^\dagger Tx\le t\,x^\dagger x$, and likewise for lower bounds.

```lean
/-- For a Hermitian `M` and any vector `x` there are amplitudes `c` whose squared moduli sum to the
squared length of `x` and, weighted by the eigenvalues of `M`, to its quadratic form. -/
theorem exists_amplitudes {M : Matrix n n ℂ} (hM : M.IsHermitian) (x : n → ℂ) :
    ∃ c : n → ℂ, form M x = ∑ i, hM.eigenvalues i * Complex.normSq (c i) ∧
      form 1 x = ∑ i, Complex.normSq (c i) := by
  obtain ⟨B, hB, h, h1⟩ := exists_eigenframe hM id Function.injective_id
  have hx : B *ᵥ (Bᴴ *ᵥ x) = x := by
    rw [mulVec_mulVec, mul_eq_one_comm.mp hB, one_mulVec]
  refine ⟨Bᴴ *ᵥ x, ?_, ?_⟩
  · simpa only [hx, id] using h (Bᴴ *ᵥ x)
  · simpa only [hx] using h1 (Bᴴ *ᵥ x)
```

## At most rank A eigenvalues above t

Let the eigenvalues of $T$ be at most $t$. Let the columns of $B$ be orthonormal eigenvectors of $S$ for all its eigenvalues $\lambda_i>t$, and suppose $ABc=0$. The sphere part vanishes for $y=Bc$, so

$$\sum_i\lambda_i|c_i|^2=y^\dagger Ty\le t\,y^\dagger y=t\sum_i|c_i|^2 .$$

Thus $\sum_i(\lambda_i-t)|c_i|^2\le0$ with every $\lambda_i-t>0$, which forces $c=0$. So $AB$ is injective, and the number of its columns equals $\operatorname{rank}(AB)\le\operatorname{rank}A$.

`Fintype.card` counts indices $i$ with $\lambda_i>t$, so a repeated eigenvalue counts with its multiplicity. $G$ need only be Hermitian.

```lean
/-- If the Hermitian interstitial part has eigenvalues at most `t` and the channel matrix is
Hermitian, the number of overlap eigenvalues above `t`, with multiplicity, is at most the rank
of the matching matrix. -/
theorem card_above_le_rank {T : Matrix n n ℂ} {G : Matrix r r ℂ} (hT : T.IsHermitian)
    (hG : G.IsHermitian) (A : Matrix r n ℂ) {t : ℝ} (ht : ∀ i, hT.eigenvalues i ≤ t) :
    Fintype.card {i // t < (overlap_isHermitian hT hG A).eigenvalues i} ≤ A.rank := by
  obtain ⟨B, -, hS, h1⟩ := exists_eigenframe (overlap_isHermitian hT hG A)
    (Subtype.val : {i // t < (overlap_isHermitian hT hG A).eigenvalues i} → n)
    Subtype.val_injective
  -- no nonzero combination of the high eigenvectors is invisible to the spheres
  have hinj : Function.Injective (A * B).mulVecLin := by
    rw [← LinearMap.ker_eq_bot, LinearMap.ker_eq_bot']
    intro c hc
    have hA : A *ᵥ (B *ᵥ c) = 0 := by
      rw [mulVec_mulVec]
      exact hc
    have e := form_overlap T A G (B *ᵥ c)
    have hz : form G (0 : r → ℂ) = 0 := by simp [form]
    rw [hA, hz, add_zero, hS] at e
    have hle : form T (B *ᵥ c) ≤ t * form 1 (B *ᵥ c) := by
      obtain ⟨a, ha, ha1⟩ := exists_amplitudes hT (B *ᵥ c)
      rw [ha, ha1, Finset.mul_sum]
      exact Finset.sum_le_sum fun i _ =>
        mul_le_mul_of_nonneg_right (ht i) (Complex.normSq_nonneg _)
    rw [← e, h1, Finset.mul_sum] at hle
    funext i
    by_contra hi
    refine absurd hle (not_le_of_gt (Finset.sum_lt_sum ?_ ?_))
    · intro j _
      exact mul_le_mul_of_nonneg_right j.2.le (Complex.normSq_nonneg (c j))
    · exact ⟨i, Finset.mem_univ i, mul_lt_mul_of_pos_right i.2 (Complex.normSq_pos.2 hi)⟩
  have hr := LinearMap.finrank_range_of_inj hinj
  rw [Module.finrank_fintype_fun_eq_card] at hr
  rw [← hr]
  exact Matrix.rank_mul_le_left A B
```

Since $A$ has $r$ rows, $\operatorname{rank}A\le r$. For plane waves normalised over the cell, $t=1$ bounds the interstitial spectrum for any basis size, because the interstitial norm never exceeds the cell norm; the theorem takes such a bound as a hypothesis. Enlarging a finite plane-wave basis at fixed channels then never brings more than $r$ overlap eigenvalues above that $t$. The bound by $r$ says something only when $r<n$, since there are $n$ eigenvalues in all; a high angular-momentum cut-off can make $r\ge n$.

```lean
/-- With `r` sphere channels, a Hermitian channel matrix and a Hermitian interstitial part of
eigenvalues at most `t`, at most `r` overlap eigenvalues exceed `t`, with multiplicity. -/
theorem card_above_le_channels {T : Matrix n n ℂ} {G : Matrix r r ℂ} (hT : T.IsHermitian)
    (hG : G.IsHermitian) (A : Matrix r n ℂ) {t : ℝ} (ht : ∀ i, hT.eigenvalues i ≤ t) :
    Fintype.card {i // t < (overlap_isHermitian hT hG A).eigenvalues i} ≤ Fintype.card r :=
  (card_above_le_rank hT hG A ht).trans A.rank_le_card_height
```

## The window from s to t

Let $T$ also have eigenvalues at least $s$, and let $G$ be positive semidefinite, as a Gram matrix is. A unit eigenvector $v$ of $S$ satisfies

$$\lambda=v^\dagger Tv+(Av)^\dagger G(Av)\ge s .$$

No eigenvalue falls below $s$, so those outside $[s,t]$ lie above $t$, and there are at most $r$.

```lean
/-- If the Hermitian interstitial part has all eigenvalues in `[s, t]` and the channel Gram
matrix is positive semidefinite, at most `r` overlap eigenvalues lie outside `[s, t]`, with
multiplicity, where `r` is the number of channels. -/
theorem card_outside_window_le {T : Matrix n n ℂ} {G : Matrix r r ℂ} (hT : T.IsHermitian)
    (hG : G.PosSemidef) (A : Matrix r n ℂ) {s t : ℝ} (hs : ∀ i, s ≤ hT.eigenvalues i)
    (ht : ∀ i, hT.eigenvalues i ≤ t) :
    Fintype.card {i // ¬ (s ≤ (overlap_isHermitian hT hG.1 A).eigenvalues i ∧
      (overlap_isHermitian hT hG.1 A).eigenvalues i ≤ t)} ≤ Fintype.card r := by
  -- the spheres can only raise the form, so no eigenvalue drops below `s`
  have low : ∀ i, s ≤ (overlap_isHermitian hT hG.1 A).eigenvalues i := by
    intro i
    obtain ⟨B, -, hS, h1⟩ := exists_eigenframe (overlap_isHermitian hT hG.1 A)
      (fun _ : Unit => i) (Function.injective_of_subsingleton _)
    have e := hS (fun _ => 1)
    have e1 := h1 (fun _ => 1)
    simp only [map_one, mul_one, Finset.univ_unique, Finset.sum_singleton] at e e1
    obtain ⟨a, ha, ha1⟩ := exists_amplitudes hT (B *ᵥ fun _ => 1)
    have hle : s * form 1 (B *ᵥ fun _ => 1) ≤ form T (B *ᵥ fun _ => 1) := by
      rw [ha, ha1, Finset.mul_sum]
      exact Finset.sum_le_sum fun j _ =>
        mul_le_mul_of_nonneg_right (hs j) (Complex.normSq_nonneg _)
    have hp : 0 ≤ form G (A *ᵥ (B *ᵥ fun _ => 1)) :=
      (Complex.le_def.1 (hG.dotProduct_mulVec_nonneg _)).1
    rw [form_overlap] at e
    rw [e1] at hle
    linarith
  have up : ∀ i, ¬ (s ≤ (overlap_isHermitian hT hG.1 A).eigenvalues i ∧
      (overlap_isHermitian hT hG.1 A).eigenvalues i ≤ t) →
      t < (overlap_isHermitian hT hG.1 A).eigenvalues i :=
    fun i hi => lt_of_not_ge fun h => hi ⟨low i, h⟩
  exact (Fintype.card_le_of_injective (Subtype.map id up)
    (Subtype.map_injective _ Function.injective_id)).trans
    (card_above_le_channels hT hG.1 A ht)
```

## When the count equals the rank

Let the eigenvalues of $T$ be at least $s$, let $G$ be positive definite, meaning linearly independent channel functions, and let $p$ eigenvalues of $S$ exceed $s$. If $y$ is a combination of the other $n-p$ eigenvectors,

$$y^\dagger Ty+(Ay)^\dagger G(Ay)=y^\dagger Sy\le s\,y^\dagger y\le y^\dagger Ty .$$

Hence $(Ay)^\dagger G(Ay)\le0$, so $Ay=0$. These vectors span an $(n-p)$-dimensional subspace of $\ker A$, which has dimension $n-\operatorname{rank}A$. Therefore $p\ge\operatorname{rank}A$.

```lean
/-- If the Hermitian interstitial part has eigenvalues at least `s` and the channel Gram matrix
is positive definite, at least `rank A` overlap eigenvalues exceed `s`, with multiplicity. -/
theorem rank_le_card_above {T : Matrix n n ℂ} {G : Matrix r r ℂ} (hT : T.IsHermitian)
    (hG : G.PosDef) (A : Matrix r n ℂ) {s : ℝ} (hs : ∀ i, s ≤ hT.eigenvalues i) :
    A.rank ≤ Fintype.card {i // s < (overlap_isHermitian hT hG.1 A).eigenvalues i} := by
  obtain ⟨B, hB, hS, h1⟩ := exists_eigenframe (overlap_isHermitian hT hG.1 A)
    (Subtype.val : {i // ¬ s < (overlap_isHermitian hT hG.1 A).eigenvalues i} → n)
    Subtype.val_injective
  have hinj : Function.Injective B.mulVecLin := by
    intro c d hcd
    have h : Bᴴ *ᵥ (B *ᵥ c) = Bᴴ *ᵥ (B *ᵥ d) := congrArg (fun y => Bᴴ *ᵥ y) hcd
    simpa only [mulVec_mulVec, hB, one_mulVec] using h
  -- the low eigenvectors have no amplitude in the spheres
  have hker : LinearMap.range B.mulVecLin ≤ LinearMap.ker A.mulVecLin := by
    rintro _ ⟨c, rfl⟩
    rw [LinearMap.mem_ker, mulVecLin_apply, mulVecLin_apply]
    by_contra hne
    have hp : 0 < form G (A *ᵥ (B *ᵥ c)) :=
      (Complex.lt_def.1 (hG.dotProduct_mulVec_pos hne)).1
    have hle : s * form 1 (B *ᵥ c) ≤ form T (B *ᵥ c) := by
      obtain ⟨a, ha, ha1⟩ := exists_amplitudes hT (B *ᵥ c)
      rw [ha, ha1, Finset.mul_sum]
      exact Finset.sum_le_sum fun j _ =>
        mul_le_mul_of_nonneg_right (hs j) (Complex.normSq_nonneg _)
    have hup : form (overlap T A G) (B *ᵥ c) ≤ s * form 1 (B *ᵥ c) := by
      rw [hS, h1, Finset.mul_sum]
      exact Finset.sum_le_sum fun j _ =>
        mul_le_mul_of_nonneg_right (le_of_not_gt j.2) (Complex.normSq_nonneg _)
    rw [form_overlap] at hup
    linarith
  -- rank-nullity turns this into a count
  have hdim := Submodule.finrank_mono hker
  rw [LinearMap.finrank_range_of_inj hinj, Module.finrank_fintype_fun_eq_card,
    Fintype.card_subtype_compl] at hdim
  have hrn := LinearMap.finrank_range_add_finrank_ker A.mulVecLin
  rw [Module.finrank_fintype_fun_eq_card] at hrn
  have hsub := Fintype.card_subtype_le
    (fun i => s < (overlap_isHermitian hT hG.1 A).eigenvalues i)
  unfold Matrix.rank
  omega
```

If every eigenvalue of $T$ equals $t$, both bounds apply with $s=t$ and exactly $\operatorname{rank}A$ eigenvalues exceed $t$. This is the idealisation $T=t\,\mathbb 1$ of the opening example; a real interstitial overlap generally couples different plane waves.

```lean
/-- If all eigenvalues of the Hermitian interstitial part equal `t` and the channel Gram matrix
is positive definite, exactly `rank A` overlap eigenvalues exceed `t`, with multiplicity. -/
theorem card_above_eq_rank {T : Matrix n n ℂ} {G : Matrix r r ℂ} (hT : T.IsHermitian)
    (hG : G.PosDef) (A : Matrix r n ℂ) {t : ℝ} (ht : ∀ i, hT.eigenvalues i = t) :
    Fintype.card {i // t < (overlap_isHermitian hT hG.1 A).eigenvalues i} = A.rank :=
  le_antisymm (card_above_le_rank hT hG.1 A fun i => (ht i).le)
    (rank_le_card_above hT hG A fun i => (ht i).ge)

end

end LAPWOverlap
```

```lean
#print axioms LAPWOverlap.card_above_le_channels
#print axioms LAPWOverlap.card_outside_window_le
#print axioms LAPWOverlap.card_above_eq_rank
```

```
'LAPWOverlap.card_above_le_channels' depends on axioms: [propext, Classical.choice, Quot.sound]
'LAPWOverlap.card_outside_window_le' depends on axioms: [propext, Classical.choice, Quot.sound]
'LAPWOverlap.card_above_eq_rank' depends on axioms: [propext, Classical.choice, Quot.sound]
```
